# Bounds on the Eigenvalues of Wilson's GF Matrix for Positive Definite G and F

A molecule vibrates with small amplitude about an equilibrium geometry. Let the vector $s$ collect the displacements of its internal coordinates, such as bond lengths and angles. The kinetic energy is $\tfrac12\dot s^\dagger G^{-1}\dot s$ and the potential energy is $\tfrac12 s^\dagger F s$, where $G$ is the inverse kinetic matrix and $F$ holds the force constants. The equation of motion is $\ddot s=-GFs$, and a mode $s=v\cos\omega t$ must satisfy $GFv=\omega^2v$.

Both $G$ and $F$ are symmetric, but their product in general is not. Are the squared frequencies still real and positive, and how far can they range when only the spectra of $G$ and $F$ are known?

## Matrices, products and extreme eigenvalues

The matrices are complex, with rows and columns labelled by a finite type `n`; real symmetric matrices are the case of real entries. In Lean, `A *ᵥ x` is $Ax$ and `star x ⬝ᵥ y` is $x^\dagger y$. I write $|x|^2$ for $x^\dagger x$.

The hypothesis `PosDef` means Hermitian with $x^\dagger Ax>0$ for every $x\neq0$. For $F$ it says that the energy rises quadratically in every direction, as at a stable minimum. For $G$ it says that every nonzero momentum carries kinetic energy, which excludes redundant coordinates. The model is harmonic, and the matrix entries are pure numbers, so lengths and angles must first be put on a chosen common scale.

```lean
import Mathlib

open Matrix
open scoped ComplexOrder

namespace WilsonGFBound

noncomputable section

variable {n : Type*} [Fintype n] [DecidableEq n] {A G F : Matrix n n ℂ}
```

For Hermitian $A$, let $e_i$ be orthonormal eigenvectors with real eigenvalues $a_i$. The smallest and largest $a_i$ are $\lambda_{\min}(A)$ and $\lambda_{\max}(A)$, written `lmin` and `lmax`. They need at least one index, hence `[Nonempty n]`.

```lean
/-- The lowest eigenvalue of a Hermitian matrix of size at least one. -/
def lmin [Nonempty n] (hA : A.IsHermitian) : ℝ :=
  Finset.univ.inf' Finset.univ_nonempty hA.eigenvalues

/-- The highest eigenvalue of a Hermitian matrix of size at least one. -/
def lmax [Nonempty n] (hA : A.IsHermitian) : ℝ :=
  Finset.univ.sup' Finset.univ_nonempty hA.eigenvalues
```

The amplitude of $x$ along $e_i$ is $c_i(x)=e_i^\dagger x$.

```lean
/-- The amplitude of the vector `x` along the `i`-th orthonormal eigenvector of `A`. -/
def amplitude (hA : A.IsHermitian) (i : n) (x : n → ℂ) : ℂ :=
  star (hA.eigenvectorBasis i).ofLp ⬝ᵥ x
```

## (a) Amplitudes of $Ax$

Show that, for Hermitian $A$,
$$c_i(Ax)=a_i\,c_i(x).$$

Take the adjoint of $Ae_i=a_ie_i$. Since $A^\dagger=A$ and $a_i$ is real, $e_i^\dagger A=a_ie_i^\dagger$. Applying both sides to $x$ gives the claim. The adjoint equation is `h` in the code.

```lean
/-- Acting with a Hermitian matrix multiplies each amplitude by the matching eigenvalue. -/
theorem amplitude_mulVec (hA : A.IsHermitian) (i : n) (x : n → ℂ) :
    amplitude hA i (A *ᵥ x) = (hA.eigenvalues i : ℂ) * amplitude hA i x := by
  have h : star (hA.eigenvectorBasis i).ofLp ᵥ* A
      = (hA.eigenvalues i : ℂ) • star (hA.eigenvectorBasis i).ofLp := by
    have h1 := congrArg star (hA.mulVec_eigenvectorBasis i)
    rw [Matrix.star_mulVec, hA.eq] at h1
    refine h1.trans ?_
    ext j
    simp
  rw [amplitude, Matrix.dotProduct_mulVec, h, smul_dotProduct, smul_eq_mul, amplitude]
```

## (b) Scalar products from amplitudes

Show that
$$x^\dagger y=\sum_i c_i(x)^*\,c_i(y).$$

The eigenvectors form an orthonormal basis, so $\sum_i e_ie_i^\dagger=1$. Inserting this between $x^\dagger$ and $y$ gives $\sum_i(x^\dagger e_i)(e_i^\dagger y)$, and $x^\dagger e_i=c_i(x)^*$. In Lean, completeness enters through `sum_inner_mul_inner`.

```lean
/-- The scalar product of two vectors is the sum of products of their amplitudes. -/
theorem parseval (hA : A.IsHermitian) (x y : n → ℂ) :
    star x ⬝ᵥ y = ∑ i, star (amplitude hA i x) * amplitude hA i y := by
  have h := hA.eigenvectorBasis.sum_inner_mul_inner (WithLp.toLp 2 x) (WithLp.toLp 2 y)
  simp only [EuclideanSpace.inner_eq_star_dotProduct] at h
  refine (dotProduct_comm _ _).trans (h.symm.trans (Finset.sum_congr rfl fun i _ => ?_))
  have e : star (amplitude hA i x) = (hA.eigenvectorBasis i).ofLp ⬝ᵥ star x := by
    simp [amplitude, dotProduct, mul_comm]
  rw [e, amplitude, dotProduct_comm (star _) y]
```

## (c) Three weighted sums

Show that
$$x^\dagger x=\sum_i|c_i(x)|^2,\quad x^\dagger Ax=\sum_i a_i|c_i(x)|^2,\quad |Ax|^2=\sum_i a_i^2|c_i(x)|^2.$$

Use (b) for the pairs $(x,x)$, $(x,Ax)$ and $(Ax,Ax)$. By (a), each occurrence of $Ax$ contributes one factor $a_i$. The Lean equalities hold between complex numbers, with real sums on the right, so they also show that all three forms are real. Taking `.re` later therefore loses nothing.

```lean
/-- For Hermitian `A`, the forms `x†x`, `x†Ax` and `|Ax|²` are sums of squared amplitudes
weighted by the zeroth, first and second powers of the eigenvalues. -/
theorem spectral_sums (hA : A.IsHermitian) (x : n → ℂ) :
    star x ⬝ᵥ x = ((∑ i, Complex.normSq (amplitude hA i x) : ℝ) : ℂ) ∧
    star x ⬝ᵥ A *ᵥ x
      = ((∑ i, hA.eigenvalues i * Complex.normSq (amplitude hA i x) : ℝ) : ℂ) ∧
    star (A *ᵥ x) ⬝ᵥ A *ᵥ x
      = ((∑ i, hA.eigenvalues i ^ 2 * Complex.normSq (amplitude hA i x) : ℝ) : ℂ) := by
  refine ⟨?_, ?_, ?_⟩ <;> rw [parseval hA] <;> push_cast <;>
    refine Finset.sum_congr rfl fun i _ => ?_ <;>
    simp only [amplitude_mulVec, Complex.normSq_eq_conj_mul_self, star_mul',
      Complex.star_def, Complex.conj_ofReal] <;> ring
```

## (d) Rayleigh bounds

Show that, for Hermitian $A$,
$$\lambda_{\min}(A)\,x^\dagger x\le x^\dagger Ax\le\lambda_{\max}(A)\,x^\dagger x.$$

Multiply $\lambda_{\min}(A)\le a_i\le\lambda_{\max}(A)$ by $|c_i(x)|^2\ge0$, sum over $i$, and read off the sums from (c). The code compares the sums term by term with `Finset.sum_le_sum`.

```lean
/-- Rayleigh bounds: for Hermitian `A`, `x†Ax` lies between `lmin x†x` and `lmax x†x`. -/
theorem rayleigh_bounds [Nonempty n] (hA : A.IsHermitian) (x : n → ℂ) :
    lmin hA * (star x ⬝ᵥ x).re ≤ (star x ⬝ᵥ A *ᵥ x).re ∧
    (star x ⬝ᵥ A *ᵥ x).re ≤ lmax hA * (star x ⬝ᵥ x).re := by
  obtain ⟨h0, h1, -⟩ := spectral_sums hA x
  rw [h0, h1, Complex.ofReal_re, Complex.ofReal_re, Finset.mul_sum, Finset.mul_sum]
  exact ⟨Finset.sum_le_sum fun i _ => mul_le_mul_of_nonneg_right
      (Finset.inf'_le _ (Finset.mem_univ i)) (Complex.normSq_nonneg _),
    Finset.sum_le_sum fun i _ => mul_le_mul_of_nonneg_right
      (Finset.le_sup' _ (Finset.mem_univ i)) (Complex.normSq_nonneg _)⟩
```

## (e) The length of $Ax$

Show that, for positive definite $A$,
$$\lambda_{\min}(A)\,x^\dagger Ax\le|Ax|^2\le\lambda_{\max}(A)\,x^\dagger Ax.$$

Now every $a_i$ is positive, so the weights $a_i|c_i(x)|^2$ are nonnegative; this is `hw`. Multiply the same inequalities for $a_i$ by these weights and sum. The middle sum is $\sum_i a_i^2|c_i(x)|^2=|Ax|^2$.

```lean
/-- For positive definite `A`, the squared length of `Ax` lies between `lmin x†Ax` and
`lmax x†Ax`. -/
theorem image_bounds [Nonempty n] (hA : A.PosDef) (x : n → ℂ) :
    lmin hA.isHermitian * (star x ⬝ᵥ A *ᵥ x).re ≤ (star (A *ᵥ x) ⬝ᵥ A *ᵥ x).re ∧
    (star (A *ᵥ x) ⬝ᵥ A *ᵥ x).re ≤ lmax hA.isHermitian * (star x ⬝ᵥ A *ᵥ x).re := by
  obtain ⟨-, h1, h2⟩ := spectral_sums hA.isHermitian x
  rw [h1, h2, Complex.ofReal_re, Complex.ofReal_re, Finset.mul_sum, Finset.mul_sum]
  have hw (i : n) : 0 ≤ hA.isHermitian.eigenvalues i *
      Complex.normSq (amplitude hA.isHermitian i x) :=
    mul_nonneg (hA.eigenvalues_pos i).le (Complex.normSq_nonneg _)
  constructor <;> refine Finset.sum_le_sum fun i _ => ?_
  · have h : lmin hA.isHermitian ≤ hA.isHermitian.eigenvalues i :=
      Finset.inf'_le _ (Finset.mem_univ i)
    linarith [mul_le_mul_of_nonneg_right h (hw i)]
  · have h : hA.isHermitian.eigenvalues i ≤ lmax hA.isHermitian :=
      Finset.le_sup' _ (Finset.mem_univ i)
    linarith [mul_le_mul_of_nonneg_right h (hw i)]
```

## (f) Pairing the mode equation with $Fv$

Let $G$ and $F$ be Hermitian and let $GFv=zv$ with $z$ complex. Show that
$$\operatorname{Im}z\;(v^\dagger Fv)=0,\qquad \operatorname{Re}z\;(v^\dagger Fv)=(Fv)^\dagger G(Fv).$$

Since $F^\dagger=F$,
$$(Fv)^\dagger G(Fv)=v^\dagger F(GFv)=z\,v^\dagger Fv.$$
Both quadratic forms are real by (c), so the imaginary and real parts of this equation are the two claims. The complex equation is `k` in the proof.

```lean
/-- For Hermitian `G` and `F`, a solution of `GFv = zv` obeys `z (v†Fv) = (Fv)†G(Fv)`, here
split into imaginary and real parts. -/
theorem mode_balance (hG : G.IsHermitian) (hF : F.IsHermitian) {z : ℂ} {v : n → ℂ}
    (h : (G * F) *ᵥ v = z • v) :
    z.im * (star v ⬝ᵥ F *ᵥ v).re = 0 ∧
    z.re * (star v ⬝ᵥ F *ᵥ v).re = (star (F *ᵥ v) ⬝ᵥ G *ᵥ (F *ᵥ v)).re := by
  have k : z * (star v ⬝ᵥ F *ᵥ v) = star (F *ᵥ v) ⬝ᵥ G *ᵥ (F *ᵥ v) := by
    rw [Matrix.mulVec_mulVec, h, dotProduct_smul, smul_eq_mul, Matrix.star_mulVec, hF.eq,
      ← Matrix.dotProduct_mulVec]
  -- both quadratic forms are real
  have hq : (star v ⬝ᵥ F *ᵥ v).im = 0 := by
    rw [(spectral_sums hF v).2.1, Complex.ofReal_im]
  have hp : (star (F *ᵥ v) ⬝ᵥ G *ᵥ (F *ᵥ v)).im = 0 := by
    rw [(spectral_sums hG (F *ᵥ v)).2.1, Complex.ofReal_im]
  have kr := congrArg Complex.re k
  have ki := congrArg Complex.im k
  rw [Complex.mul_re, hq, mul_zero, sub_zero] at kr
  rw [Complex.mul_im, hq, hp, mul_zero, zero_add] at ki
  exact ⟨ki, kr⟩
```

## (g) The range of the squared frequencies

Let $G$ and $F$ be positive definite and let $GFv=zv$ with $v\ne0$. Show that $z$ is real and
$$0<\lambda_{\min}(G)\lambda_{\min}(F)\le z\le\lambda_{\max}(G)\lambda_{\max}(F).$$

Put $q=v^\dagger Fv$, which is positive. By (f), $q\operatorname{Im}z=0$, so $z$ is real. The smallest eigenvalues are positive, because each is the minimum of finitely many positive numbers. Part (d) for $G$ at the vector $Fv$, followed by (e) for $F$ at $v$, gives
$$zq=(Fv)^\dagger G(Fv)\ge\lambda_{\min}(G)|Fv|^2\ge\lambda_{\min}(G)\lambda_{\min}(F)\,q,$$
$$zq\le\lambda_{\max}(G)|Fv|^2\le\lambda_{\max}(G)\lambda_{\max}(F)\,q.$$
Divide by $q$.

The Lean theorem takes `z` in ℂ, so reality is a conclusion, `z.im = 0`, and the bounds concern `z.re`. The two `linarith` calls chain the inequalities, and `le_of_mul_le_mul_right` performs the division.

```lean
/-- Wilson GF bound: for positive definite `G` and `F`, every complex eigenvalue of `GF` is real
and lies between the positive number `lmin(G) lmin(F)` and `lmax(G) lmax(F)`. -/
theorem wilson_GF_bound [Nonempty n] (hG : G.PosDef) (hF : F.PosDef) {z : ℂ} {v : n → ℂ}
    (hv : v ≠ 0) (h : (G * F) *ᵥ v = z • v) :
    z.im = 0 ∧ 0 < lmin hG.isHermitian * lmin hF.isHermitian ∧
    lmin hG.isHermitian * lmin hF.isHermitian ≤ z.re ∧
    z.re ≤ lmax hG.isHermitian * lmax hF.isHermitian := by
  have hq : 0 < (star v ⬝ᵥ F *ᵥ v).re := by
    simpa using (Complex.lt_def.1 (hF.dotProduct_mulVec_pos hv)).1
  have gpos : 0 < lmin hG.isHermitian :=
    (Finset.lt_inf'_iff _).2 fun i _ => hG.eigenvalues_pos i
  have fpos : 0 < lmin hF.isHermitian :=
    (Finset.lt_inf'_iff _).2 fun i _ => hF.eigenvalues_pos i
  have Gpos : 0 < lmax hG.isHermitian :=
    (hG.eigenvalues_pos (Classical.arbitrary n)).trans_le
      (Finset.le_sup' _ (Finset.mem_univ _))
  obtain ⟨ki, kr⟩ := mode_balance hG.isHermitian hF.isHermitian h
  obtain ⟨g1, g2⟩ := rayleigh_bounds hG.isHermitian (F *ᵥ v)
  obtain ⟨f1, f2⟩ := image_bounds hF v
  refine ⟨(mul_eq_zero.1 ki).resolve_right hq.ne', mul_pos gpos fpos, ?_, ?_⟩
  -- chain the bounds for G and F, then divide by v†Fv
  · refine le_of_mul_le_mul_right ?_ hq
    linarith [mul_le_mul_of_nonneg_left f1 gpos.le]
  · refine le_of_mul_le_mul_right ?_ hq
    linarith [mul_le_mul_of_nonneg_left f2 Gpos.le]
```

Positive definiteness of $F$ matters. Take $G=\operatorname{diag}(2,1)$ and $F=\operatorname{diag}(-1,1)$, as at a saddle point. Then $GF=\operatorname{diag}(-2,1)$ has the eigenvalue $-2$, which is negative and also lies below $\lambda_{\min}(G)\lambda_{\min}(F)=-1$. If both matrices are merely Hermitian, reality can fail too:
$$\begin{pmatrix}0&1\\1&0\end{pmatrix}\begin{pmatrix}1&0\\0&-1\end{pmatrix}=\begin{pmatrix}0&-1\\1&0\end{pmatrix}$$
has eigenvalues $\pm i$. This second example is purely mathematical: its $G$, the first factor, has the eigenvalue $-1$, so some momenta would carry negative kinetic energy.

## (h) The frequency window

Let $G$ and $F$ be positive definite, and let $\omega\ge0$ satisfy $GFv=\omega^2v$ with $v\neq0$. Show that
$$\sqrt{\lambda_{\min}(G)\lambda_{\min}(F)}\le\omega\le\sqrt{\lambda_{\max}(G)\lambda_{\max}(F)}.$$

Set $z=\omega^2$ in (g) and take square roots, using $\omega\ge0$. Here $\omega$ is an angular frequency. Within the harmonic model, the upper bound caps the fastest vibration, which limits the time step of an explicit integrator such as Verlet.

```lean
/-- For positive definite `G` and `F`, a frequency `ω ≥ 0` whose square is an eigenvalue of `GF`
lies between the square roots of `lmin(G) lmin(F)` and `lmax(G) lmax(F)`. -/
theorem frequency_window [Nonempty n] (hG : G.PosDef) (hF : F.PosDef) {ω : ℝ} (hω : 0 ≤ ω)
    {v : n → ℂ} (hv : v ≠ 0) (h : (G * F) *ᵥ v = ((ω ^ 2 : ℝ) : ℂ) • v) :
    √(lmin hG.isHermitian * lmin hF.isHermitian) ≤ ω ∧
    ω ≤ √(lmax hG.isHermitian * lmax hF.isHermitian) := by
  obtain ⟨-, -, h1, h2⟩ := wilson_GF_bound hG hF hv h
  rw [Complex.ofReal_re] at h1 h2
  exact ⟨Real.sqrt_le_iff.2 ⟨hω, h1⟩, (le_abs_self ω).trans (Real.abs_le_sqrt h2)⟩
```

## (i) When the lower bound is reached

Keep the hypotheses of (g), and write $g=\lambda_{\min}(G)$ and $f=\lambda_{\min}(F)$. Show that
$$z=gf\iff Fv=fv\ \text{ and }\ Gv=gv.$$

Suppose $z=gf$, and let $q=v^\dagger Fv$ again. By (f) and (d), $gfq=(Fv)^\dagger G(Fv)\ge g|Fv|^2$, so $|Fv|^2\le fq$. Let $u=Fv-fv$. Since $(Fv)^\dagger v=q$,
$$|u|^2=|Fv|^2-2fq+f^2|v|^2\le f\,(f|v|^2-q)\le0,$$
where the last step is (d) for $F$. Hence $u=0$ and $Fv=fv$. Then $gfv=GFv=fGv$, and dividing by $f>0$ gives $Gv=gv$.

Conversely, the two eigenvector equations give $GFv=gfv$. Comparison with $GFv=zv$ yields $z=gf$, because $v\ne0$.

In the code, `hs` is the bound on $|Fv|^2$, `hD` expands $|u|^2$, and `hu0` concludes that every component of $u$ vanishes. Physically, the mode must lie along a softest direction of $F$ that is also a direction of greatest inertia, since a small eigenvalue of $G$ means a large effective mass.

```lean
/-- For positive definite `G` and `F`, a mode `v` of `GF` attains the lower bound exactly when it
is an eigenvector of both `F` and `G` for their lowest eigenvalues. -/
theorem lower_bound_attained_iff [Nonempty n] (hG : G.PosDef) (hF : F.PosDef) {z : ℂ}
    {v : n → ℂ} (hv : v ≠ 0) (h : (G * F) *ᵥ v = z • v) :
    z = ((lmin hG.isHermitian * lmin hF.isHermitian : ℝ) : ℂ) ↔
    F *ᵥ v = (lmin hF.isHermitian : ℂ) • v ∧ G *ᵥ v = (lmin hG.isHermitian : ℂ) • v := by
  have gpos : 0 < lmin hG.isHermitian :=
    (Finset.lt_inf'_iff _).2 fun i _ => hG.eigenvalues_pos i
  have fpos : 0 < lmin hF.isHermitian :=
    (Finset.lt_inf'_iff _).2 fun i _ => hF.eigenvalues_pos i
  constructor
  · intro hz
    have kr := (mode_balance hG.isHermitian hF.isHermitian h).2
    rw [hz, Complex.ofReal_re] at kr
    have g1 := (rayleigh_bounds hG.isHermitian (F *ᵥ v)).1
    have f1 := (rayleigh_bounds hF.isHermitian v).1
    have hs : (star (F *ᵥ v) ⬝ᵥ F *ᵥ v).re
        ≤ lmin hF.isHermitian * (star v ⬝ᵥ F *ᵥ v).re := by
      refine le_of_mul_le_mul_left ?_ gpos
      linarith
    have ht : star (F *ᵥ v) ⬝ᵥ v = star v ⬝ᵥ F *ᵥ v := by
      rw [Matrix.star_mulVec, hF.isHermitian.eq, ← Matrix.dotProduct_mulVec]
    -- the residual u = Fv - lmin(F) v has no length
    obtain ⟨u, hu⟩ : ∃ u, u = F *ᵥ v - (lmin hF.isHermitian : ℂ) • v := ⟨_, rfl⟩
    have hD : (star u ⬝ᵥ u).re = (star (F *ᵥ v) ⬝ᵥ F *ᵥ v).re
        - 2 * lmin hF.isHermitian * (star v ⬝ᵥ F *ᵥ v).re
        + lmin hF.isHermitian ^ 2 * (star v ⬝ᵥ v).re := by
      rw [hu]
      simp only [star_sub, star_smul, sub_dotProduct, dotProduct_sub, smul_dotProduct,
        dotProduct_smul, smul_eq_mul, Complex.star_def, Complex.conj_ofReal, ht,
        Complex.sub_re, Complex.re_ofReal_mul]
      ring
    have hE : (star u ⬝ᵥ u).re = ∑ i, Complex.normSq (u i) := by
      simp [dotProduct, Complex.normSq_apply]
    have hu0 : u = 0 := by
      ext i
      have h1 : Complex.normSq (u i) ≤ ∑ j, Complex.normSq (u j) :=
        Finset.single_le_sum (f := fun j => Complex.normSq (u j))
          (fun j _ => Complex.normSq_nonneg (u j)) (Finset.mem_univ i)
      have h2 := mul_le_mul_of_nonneg_left f1 fpos.le
      exact Complex.normSq_eq_zero.1 (le_antisymm (by linarith) (Complex.normSq_nonneg _))
    have hFv : F *ᵥ v = (lmin hF.isHermitian : ℂ) • v := sub_eq_zero.1 (hu.symm.trans hu0)
    refine ⟨hFv, ?_⟩
    have h2 : (lmin hF.isHermitian : ℂ) • (G *ᵥ v)
        = (lmin hF.isHermitian : ℂ) • ((lmin hG.isHermitian : ℂ) • v) := by
      rw [← Matrix.mulVec_smul, ← hFv, Matrix.mulVec_mulVec, h, hz, smul_smul,
        Complex.ofReal_mul, mul_comm]
    exact smul_right_injective (n → ℂ) (Complex.ofReal_ne_zero.2 fpos.ne') h2
  · rintro ⟨h1, h2⟩
    have h3 : z • v = ((lmin hG.isHermitian * lmin hF.isHermitian : ℝ) : ℂ) • v := by
      rw [← h, ← Matrix.mulVec_mulVec, h1, Matrix.mulVec_smul, h2, smul_smul,
        Complex.ofReal_mul, mul_comm]
    exact smul_left_injective ℂ hv h3

end

end WilsonGFBound
```

```lean
#print axioms WilsonGFBound.wilson_GF_bound
#print axioms WilsonGFBound.frequency_window
#print axioms WilsonGFBound.lower_bound_attained_iff
```

```
'WilsonGFBound.wilson_GF_bound' depends on axioms: [propext, Classical.choice, Quot.sound]
'WilsonGFBound.frequency_window' depends on axioms: [propext, Classical.choice, Quot.sound]
'WilsonGFBound.lower_bound_attained_iff' depends on axioms: [propext, Classical.choice, Quot.sound]
```
